# The slope of the latent heat along a coexistence curve with a nonzero volume jump

Let G(T,p) be the difference of the molar Gibbs energies of two phases of a pure substance at temperature T > 0 and pressure p, and let p(T) be a differentiable curve on which G = 0. If G is C² and G_p ≠ 0 at the point considered, the latent heat L(T) = −T G_T(T,p(T)) satisfies

L' = L/T − T G_TT − L G_Tp/G_p,

where subscripts denote partial derivatives, taken on the curve, and the prime is d/dT along it.

## Jumps of entropy, volume and heat capacity

Write G = b − a for phases a and b. Then −G_T is the entropy jump, G_p the volume jump ΔV, and −T G_TT the jump ΔC of the isobaric heat capacity. The formula becomes Planck's equation:

L' = ΔC + L/T − L (∂ΔV/∂T)_p/ΔV.

The heat-capacity jump alone therefore does not generally fix the slope. When a coexistence line is traced in simulation, the formula gives the rate of change dL/dT from the first and second derivatives of G at one point, provided that both Gibbs energies are smooth there.

## What the theorem assumes

In `latentHeat_hasDerivAt`, a state is a pair in ℝ × ℝ, temperature first. `dT` and `dP` are the Fréchet derivative applied to (1, 0) and (0, 1), so `dT (dP G)` is G_Tp. The conclusion, `HasDerivAt`, says that L is differentiable at T with the stated slope.

The hypotheses are local: G is C² at (T, p(T)), p is differentiable at T, and G(t,p(t)) = 0 for all t near T. Smoothness at the coexistence point means that each phase's Gibbs energy continues a little way into the region where the other phase is stable. The condition G_p ≠ 0 says that the phases differ in volume; it excludes a critical point where they become identical. The curve is given, not constructed, and stability of the phases is not examined.

## Derivation from the Clapeyron slope

Differentiate G(t,p(t)) = 0 at t = T:

G_T + G_p p' = 0.

Since G_T = −L/T, this gives the Clapeyron equation

p' = L/(T G_p).

Now differentiate L = −T G_T along the curve, using the equality of the mixed derivatives (a Maxwell relation):

L' = −G_T − T (G_TT + G_Tp p').

The first term is L/T, and the Clapeyron slope turns T G_Tp p' into L G_Tp/G_p. This is the result.

If the volume jump is R t/p(T) at temperatures t near T and fixed pressure p(T), with R > 0 and p(T) > 0, then G_Tp/G_p = 1/T. The first and last terms cancel, leaving L' = −T G_TT = ΔC. Physically, the vapour is ideal, R is the gas constant for molar quantities, and the volume of the condensed phase is neglected.

## A polynomial example at T = 2

In dimensionless units take G = T²p − T³, which vanishes on p(T) = T. On this curve G_T = 2Tp − 3T² = −T², so L = T³ and L' = 3T², which is 12 at T = 2.

At (2, 2), L = 8, G_TT = 2p − 6T = −8, G_p = T² = 4 and G_Tp = 2T = 4. The formula gives

L' = 8/2 − 2·(−8) − 8·4/4 = 4 + 16 − 8 = 12.

## The Lean file

```lean
import Mathlib

open Filter Topology

namespace LatentHeatCoexistence

noncomputable section

/-- The partial derivative with respect to temperature of a function of (temperature, pressure). -/
def dT (G : ℝ × ℝ → ℝ) (x : ℝ × ℝ) : ℝ := fderiv ℝ G x (1, 0)

/-- The partial derivative with respect to pressure of a function of (temperature, pressure). -/
def dP (G : ℝ × ℝ → ℝ) (x : ℝ × ℝ) : ℝ := fderiv ℝ G x (0, 1)

/-- The latent heat `L(T) = -T G_T(T, p(T))` for a Gibbs-energy difference `G` and a curve `p`. -/
def latentHeat (G : ℝ × ℝ → ℝ) (p : ℝ → ℝ) (T : ℝ) : ℝ := -T * dT G (T, p T)

/-- The isobaric heat capacity `-T g_TT` of a phase with Gibbs energy `g`. -/
def heatCapacity (g : ℝ × ℝ → ℝ) (x : ℝ × ℝ) : ℝ := -x.1 * dT (dT g) x

/-- Every first directional derivative of a C² Gibbs function is differentiable. -/
theorem differentiableAt_partial {G : ℝ × ℝ → ℝ} {x : ℝ × ℝ}
    (hG : ContDiffAt ℝ 2 G x) (v : ℝ × ℝ) :
    DifferentiableAt ℝ (fun y => fderiv ℝ G y v) x := by
  have h : ContDiffAt ℝ 1 (fderiv ℝ G) x := hG.fderiv_right one_add_one_eq_two.le
  exact (h.differentiableAt (by norm_num)).clm_apply (differentiableAt_const v)

/-- Maxwell relation: the mixed second derivatives of a C² Gibbs function agree. -/
theorem maxwell_relation {G : ℝ × ℝ → ℝ} {x : ℝ × ℝ} (hG : ContDiffAt ℝ 2 G x) :
    dP (dT G) x = dT (dP G) x := by
  have h : ContDiffAt ℝ 1 (fderiv ℝ G) x := hG.fderiv_right one_add_one_eq_two.le
  have hD : DifferentiableAt ℝ (fderiv ℝ G) x := h.differentiableAt (by norm_num)
  -- a derivative of a partial derivative is an entry of the second derivative
  have key : ∀ v w : ℝ × ℝ, fderiv ℝ (fun y => fderiv ℝ G y v) x w
      = fderiv ℝ (fderiv ℝ G) x w v := by
    intro v w
    have h1 := hD.hasFDerivAt.clm_apply (hasFDerivAt_const v x)
    rw [h1.fderiv]
    simp
  have hev : ∀ᶠ y in 𝓝 x, HasFDerivAt G (fderiv ℝ G y) y :=
    (hG.eventually (by simp)).mono fun y hy => (hy.differentiableAt (by norm_num)).hasFDerivAt
  change fderiv ℝ (fun y => fderiv ℝ G y (1, 0)) x (0, 1)
    = fderiv ℝ (fun y => fderiv ℝ G y (0, 1)) x (1, 0)
  rw [key, key]
  exact second_derivative_symmetric_of_eventually hev hD.hasFDerivAt _ _

/-- The total temperature derivative of a state function along a curve `p(T)` is
`F_T + F_p p'`. -/
theorem hasDerivAt_along {F : ℝ × ℝ → ℝ} {p : ℝ → ℝ} {T p' : ℝ}
    (hF : DifferentiableAt ℝ F (T, p T)) (hp : HasDerivAt p p' T) :
    HasDerivAt (fun t => F (t, p t)) (dT F (T, p T) + dP F (T, p T) * p') T := by
  have hc : HasDerivAt (fun t => (t, p t)) ((1 : ℝ), p') T := (hasDerivAt_id' T).prodMk hp
  have h := hF.hasFDerivAt.comp_hasDerivAt T hc
  have hs : ((1 : ℝ), p') = ((1 : ℝ), (0 : ℝ)) + p' • ((0 : ℝ), (1 : ℝ)) := by simp
  have e : fderiv ℝ F (T, p T) ((1 : ℝ), p') = dT F (T, p T) + dP F (T, p T) * p' := by
    rw [hs, map_add, map_smul, smul_eq_mul]
    unfold dT dP
    ring
  exact h.congr_deriv e

/-- Clapeyron equation: the slope of the coexistence curve is the latent heat divided by
temperature times the volume jump `G_p`. -/
theorem clapeyron {G : ℝ × ℝ → ℝ} {p : ℝ → ℝ} {T : ℝ} (hT : 0 < T)
    (hG : DifferentiableAt ℝ G (T, p T)) (hp : DifferentiableAt ℝ p T)
    (hcoex : ∀ᶠ t in 𝓝 T, G (t, p t) = 0) (hV : dP G (T, p T) ≠ 0) :
    HasDerivAt p (latentHeat G p T / (T * dP G (T, p T))) T := by
  -- G is constant along the curve, so its total derivative vanishes
  have hzero : HasDerivAt (fun t => G (t, p t)) 0 T :=
    (hasDerivAt_const T (0 : ℝ)).congr_of_eventuallyEq hcoex
  have e := (hasDerivAt_along hG hp.hasDerivAt).unique hzero
  refine hp.hasDerivAt.congr_deriv ?_
  rw [eq_div_iff (mul_ne_zero hT.ne' hV)]
  unfold latentHeat
  linear_combination T * e

/-- Latent heat along coexistence: `L' = L/T - T G_TT - L G_Tp / G_p`, with all derivatives
of `G` taken on the coexistence curve. -/
theorem latentHeat_hasDerivAt {G : ℝ × ℝ → ℝ} {p : ℝ → ℝ} {T : ℝ} (hT : 0 < T)
    (hG : ContDiffAt ℝ 2 G (T, p T)) (hp : DifferentiableAt ℝ p T)
    (hcoex : ∀ᶠ t in 𝓝 T, G (t, p t) = 0) (hV : dP G (T, p T) ≠ 0) :
    HasDerivAt (latentHeat G p)
      (latentHeat G p T / T - T * dT (dT G) (T, p T)
        - latentHeat G p T * dT (dP G) (T, p T) / dP G (T, p T)) T := by
  have hslope := clapeyron hT (hG.differentiableAt (by norm_num)) hp hcoex hV
  have hS : DifferentiableAt ℝ (dT G) (T, p T) := differentiableAt_partial hG (1, 0)
  -- product rule for -T times the entropy term, with the Clapeyron slope inserted
  have h : HasDerivAt (latentHeat G p) _ T :=
    (hasDerivAt_id' T).fun_neg.fun_mul (hasDerivAt_along hS hslope)
  refine h.congr_deriv ?_
  rw [maxwell_relation hG]
  have hT' : T ≠ 0 := hT.ne'
  unfold latentHeat
  field_simp
  ring

/-- Second derivatives of a Gibbs-energy difference are differences of second derivatives. -/
theorem second_partial_sub {g h : ℝ × ℝ → ℝ} {x : ℝ × ℝ}
    (hg : ContDiffAt ℝ 2 g x) (hh : ContDiffAt ℝ 2 h x) (v w : ℝ × ℝ) :
    fderiv ℝ (fun y => fderiv ℝ (fun z => g z - h z) y v) x w
      = fderiv ℝ (fun y => fderiv ℝ g y v) x w - fderiv ℝ (fun y => fderiv ℝ h y v) x w := by
  have hev : (fun y => fderiv ℝ (fun z => g z - h z) y v)
      =ᶠ[𝓝 x] fun y => fderiv ℝ g y v - fderiv ℝ h y v := by
    filter_upwards [hg.eventually (by simp), hh.eventually (by simp)] with y hy hy'
    rw [fderiv_fun_sub (hy.differentiableAt (by norm_num)) (hy'.differentiableAt (by norm_num))]
    rfl
  rw [hev.fderiv_eq, fderiv_fun_sub (differentiableAt_partial hg v) (differentiableAt_partial hh v)]
  rfl

/-- Planck's equation for two phases `a` and `b` of equal Gibbs energy along `p(T)`: the slope of
the latent heat in terms of `T`, the latent heat itself, and the jumps of the heat capacity, of the
volume and of the volume's temperature derivative at constant pressure. -/
theorem planck_equation {a b : ℝ × ℝ → ℝ} {p : ℝ → ℝ} {T : ℝ} (hT : 0 < T)
    (ha : ContDiffAt ℝ 2 a (T, p T)) (hb : ContDiffAt ℝ 2 b (T, p T))
    (hp : DifferentiableAt ℝ p T) (hcoex : ∀ᶠ t in 𝓝 T, b (t, p t) = a (t, p t))
    (hV : dP b (T, p T) ≠ dP a (T, p T)) :
    HasDerivAt (latentHeat (fun x => b x - a x) p)
      (heatCapacity b (T, p T) - heatCapacity a (T, p T)
        + latentHeat (fun x => b x - a x) p T / T
        - latentHeat (fun x => b x - a x) p T
          * (dT (dP b) (T, p T) - dT (dP a) (T, p T)) / (dP b (T, p T) - dP a (T, p T))) T := by
  have e1 : dP (fun x => b x - a x) (T, p T) = dP b (T, p T) - dP a (T, p T) := by
    unfold dP
    rw [fderiv_fun_sub (hb.differentiableAt (by norm_num)) (ha.differentiableAt (by norm_num))]
    rfl
  have e2 : dT (dT fun x => b x - a x) (T, p T) = dT (dT b) (T, p T) - dT (dT a) (T, p T) :=
    second_partial_sub hb ha (1, 0) (1, 0)
  have e3 : dT (dP fun x => b x - a x) (T, p T) = dT (dP b) (T, p T) - dT (dP a) (T, p T) :=
    second_partial_sub hb ha (0, 1) (1, 0)
  have h := latentHeat_hasDerivAt hT (hb.sub ha) hp
    (hcoex.mono fun t ht => sub_eq_zero.2 ht) (by
      change dP (fun x => b x - a x) (T, p T) ≠ 0
      rw [e1]
      exact sub_ne_zero.2 hV)
  refine HasDerivAt.congr_deriv (f := latentHeat (fun x => b x - a x) p) h ?_
  change latentHeat (fun x => b x - a x) p T / T - T * dT (dT fun x => b x - a x) (T, p T)
    - latentHeat (fun x => b x - a x) p T * dT (dP fun x => b x - a x) (T, p T)
      / dP (fun x => b x - a x) (T, p T) = _
  rw [e1, e2, e3]
  unfold heatCapacity
  ring

/-- If the volume jump follows the ideal-gas law `R t / p` along the isobar through the
coexistence point, the slope of the latent heat is the heat-capacity jump `-T G_TT`. -/
theorem latentHeat_ideal_vapour {G : ℝ × ℝ → ℝ} {p : ℝ → ℝ} {T R : ℝ} (hT : 0 < T)
    (hR : 0 < R) (hpos : 0 < p T) (hG : ContDiffAt ℝ 2 G (T, p T))
    (hp : DifferentiableAt ℝ p T) (hcoex : ∀ᶠ t in 𝓝 T, G (t, p t) = 0)
    (hgas : ∀ᶠ t in 𝓝 T, dP G (t, p T) = R * t / p T) :
    HasDerivAt (latentHeat G p) (heatCapacity G (T, p T)) T := by
  have hgas0 : dP G (T, p T) = R * T / p T := hgas.self_of_nhds
  have hV : dP G (T, p T) ≠ 0 := by
    rw [hgas0]
    positivity
  -- thermal expansion of the ideal vapour at constant pressure
  have hd : DifferentiableAt ℝ (dP G) (T, p T) := differentiableAt_partial hG (0, 1)
  have hline := hasDerivAt_along (p := fun _ => p T) hd (hasDerivAt_const T (p T))
  have hlin : HasDerivAt (fun t => R * t / p T) (R / p T) T := by
    simpa using ((hasDerivAt_id' T).const_mul R).div_const (p T)
  have e := hline.unique (hlin.congr_of_eventuallyEq hgas)
  have e' : dT (dP G) (T, p T) = R / p T := by simpa using e
  refine (latentHeat_hasDerivAt hT hG hp hcoex hV).congr_deriv ?_
  have hc : latentHeat G p T * (R / p T) / (R * T / p T) = latentHeat G p T / T := by
    field_simp
  rw [e', hgas0, hc]
  unfold heatCapacity
  ring

end

end LatentHeatCoexistence
```

```lean
#print axioms LatentHeatCoexistence.planck_equation
-- 'LatentHeatCoexistence.planck_equation' depends on axioms: [propext, Classical.choice, Quot.sound]
#print axioms LatentHeatCoexistence.latentHeat_ideal_vapour
-- 'LatentHeatCoexistence.latentHeat_ideal_vapour' depends on axioms: [propext, Classical.choice, Quot.sound]
```

## How the proof follows the calculation

`differentiableAt_partial` supplies the differentiability of G_T and G_p. `maxwell_relation` identifies both mixed derivatives with entries of the second Fréchet derivative and uses its symmetry. `hasDerivAt_along` is the chain rule, obtained by splitting the tangent vector (1, p') into its coordinate directions.

In `clapeyron`, the function G(t,p(t)) has derivative zero because it vanishes near T. Uniqueness of the derivative equates this with the chain-rule expression, and `linear_combination T * e` solves for the slope. The main theorem applies the product rule to −T G_T with that slope inserted, rewrites the mixed derivative, and leaves the algebra to `field_simp` and `ring`.

For two phases, `second_partial_sub` shows that second derivatives of b − a are differences of second derivatives. `planck_equation` substitutes these into the main theorem. `latentHeat_ideal_vapour` differentiates the assumed gas law along the isobar to find G_Tp = R/p(T); the step `hc` then gives the cancellation with L/T.
